# A Hermitian potential is fixed by its outer-core action and its valence block

Take one outer-core orbital and one valence orbital, orthonormal and real. Two potentials are given as symmetric matrices, with the core orbital first:

$$A=\begin{pmatrix}a&b\\b&d\end{pmatrix},\qquad V=\begin{pmatrix}v&w\\w&u\end{pmatrix}.$$

$A$ was made for the outer core and $V$ for the valence electron. We want one symmetric matrix that acts as $A$ on the core orbital and has the valence diagonal entry of $V$. The first demand fixes the first column, $(a,b)$. Symmetry then puts $b$ in the upper right corner, and the second demand puts $u$ in the last place:

$$\begin{pmatrix}a&b\\b&u\end{pmatrix}.$$

No freedom is left. The core–valence coupling comes from $A$, and the coupling $w$ of $V$ has disappeared. On the valence orbital the result therefore gives $(b,u)$, where $V$ gives $(w,u)$.

## The joined potential for any projector

Let $P$ be the projector onto the outer-core space, with $P^2=P=P^\dagger$, and let $Q=1-P$ project onto the rest, called the valence space here. Let $A$ and $V$ be Hermitian, and write $D=A-V$. The joined potential is

$$J=V+DP+PD-PDP .$$

**Claim.** A potential $U$ is Hermitian with $UP=AP$ and $QUQ=QVQ$ if and only if $U=J$.

Generalised relativistic effective core potentials use projector terms of this shape to give outer-core and valence electrons of the same symmetry different potentials. The claim concerns the algebra of that construction for matrices or bounded operators, not the accuracy of the potentials.

First, $J$ has the three properties. Taking the adjoint exchanges $DP$ and $PD$ and leaves $V$ and $PDP$ unchanged, so $J^\dagger=J$. With $P^2=P$,

$$JP=VP+DP+PDP-PDP=VP+DP=AP .$$

Since $PQ=QP=0$, every term of $QJQ$ that contains $P$ vanishes, and $QJQ=QVQ$.

Conversely, let $U$ have the three properties. The adjoint of $UP=AP$ is $PU=PA$, and multiplying $UP=AP$ by $P$ from the left gives $PUP=PAP$. Expanding $QUQ=U-PU-UP+PUP$ and solving for $U$,

$$U=QUQ+UP+PU-PUP=QVQ+AP+PA-PAP .$$

Inserting $QVQ=V-PV-VP+PVP$ and collecting terms gives $J$.

## When the valence action survives as well

Multiplying $J$ by $Q$ from the right removes the terms that end in $P$:

$$JQ=VQ+PDQ .$$

So $J$ acts as $V$ on the whole valence space exactly when $P(A-V)Q=0$, that is, when the two potentials have the same core–valence coupling. In the two-orbital case this reads $b=w$.

## Several shells, each with its own potential

Let $P_i$ be finitely many Hermitian projectors with $P_iP_j=0$ for $i\neq j$, and let each shell have a Hermitian potential $A_i$. A Hermitian $U$ with $UP_i=A_iP_i$ for all $i$ exists if and only if

$$P_jA_iP_i=P_jA_jP_i\quad\text{for all } i,j .$$

If $U$ exists, the adjoint of its condition on shell $j$ is $P_jU=P_jA_j$. Hence $P_jA_iP_i=P_jUP_i=P_jA_jP_i$.

If the couplings agree, take

$$U=\sum_iA_iP_i+\sum_iP_iA_i-\sum_{i,j}P_iA_jP_j .$$

The adjoint exchanges the first two sums. It turns $P_iA_jP_j$ into $P_jA_jP_i$, which equals $P_jA_iP_i$ by the condition; this is again a term of the double sum with the indices renamed. So $U$ is Hermitian. On shell $k$, orthogonality leaves

$$UP_k=A_kP_k+\sum_iP_iA_iP_k-\sum_iP_iA_kP_k ,$$

and the two sums cancel by the condition.

## The joined potential in a star ring

The derivation used only sums, products and adjoints, so Lean needs no more than a ring `R`, in general non-commutative, and a `StarRing` structure whose `star` is the adjoint. Real and complex square matrices are instances, as are bounded operators on a Hilbert space. Unbounded operators, with their domains, are not covered, and nothing in the hypotheses makes a potential local or ties it to an angular momentum.

```lean
import Mathlib

open Matrix

namespace JoinedCorePotential

variable {R : Type*} [Ring R]
```

The definition is $J$ with $D$ written out. It makes sense for any three ring elements.

```lean
/-- The potential that joins an outer-core potential `A` and a valence potential `V`
by projector terms, where `P` projects onto the outer-core space. -/
def joined (P A V : R) : R :=
  V + (A - V) * P + P * (A - V) - P * (A - V) * P
```

`IsSelfAdjoint` says that an element equals its own `star`. The proof pushes `star` through the formula, replaces the adjoints of `P`, `A` and `V` by the elements themselves, and leaves a rearrangement to `noncomm_ring`.

```lean
/-- The joined potential is Hermitian when the projector and both potentials are. -/
theorem joined_isSelfAdjoint [StarRing R] {P A V : R} (hPs : IsSelfAdjoint P)
    (hA : IsSelfAdjoint A) (hV : IsSelfAdjoint V) : IsSelfAdjoint (joined P A V) := by
  rw [isSelfAdjoint_iff]
  simp only [joined, star_add, star_sub, star_mul, hPs.star_eq, hA.star_eq, hV.star_eq]
  noncomm_ring
```

The next two results need $P^2=P$ but not $P^\dagger=P$. In both, `linear_combination` adds up known equations, multiplied from the left or right, and `noncomm_ring` checks that the remainder is an identity. For the core action the known equation is `hP`, used once after $D$ and once after $PD$.

```lean
/-- For idempotent `P`, the joined potential acts on the outer-core space exactly as `A`. -/
theorem joined_mul_core {P : R} (hP : P * P = P) (A V : R) :
    joined P A V * P = A * P := by
  unfold joined
  linear_combination (norm := noncomm_ring) (A - V) * hP - P * (A - V) * hP
```

For the valence block the known equations are $PQ=0$ and $QP=0$, which remove the three projector terms.

```lean
/-- For idempotent `P`, the valence block of the joined potential is that of `V`. -/
theorem joined_valence_block {P : R} (hP : P * P = P) (A V : R) :
    (1 - P) * joined P A V * (1 - P) = (1 - P) * V * (1 - P) := by
  have hPQ : P * (1 - P) = 0 := by rw [mul_sub, mul_one, hP, sub_self]
  have hQP : (1 - P) * P = 0 := by rw [sub_mul, one_mul, hP, sub_self]
  unfold joined
  linear_combination (norm := noncomm_ring)
    (1 - P) * (A - V) * hPQ + hQP * ((A - V) * (1 - P)) - hQP * ((A - V) * P * (1 - P))
```

## Existence and uniqueness in one equivalence

In the theorem below, `U` is an arbitrary element. The left side of the equivalence lists the three demands, and the right side says that `U` is the joined potential. Read from right to left it gives existence, and from left to right uniqueness.

The step `h3` is the adjoint of the core condition, $PU=PA$. The combination `h2 + h1 + h3 - P * h1` is then the decomposition $U=QUQ+UP+PU-PUP$ with the data inserted.

```lean
/-- Let `P` be a self-adjoint idempotent and `A`, `V` self-adjoint. A potential is Hermitian,
acts as `A` on the outer-core space and has the valence block of `V` if and only if it is
the joined potential. -/
theorem eq_joined_iff [StarRing R] {P A V : R} (hPs : IsSelfAdjoint P) (hP : P * P = P)
    (hA : IsSelfAdjoint A) (hV : IsSelfAdjoint V) (U : R) :
    (IsSelfAdjoint U ∧ U * P = A * P ∧
      (1 - P) * U * (1 - P) = (1 - P) * V * (1 - P)) ↔ U = joined P A V := by
  constructor
  · rintro ⟨hU, h1, h2⟩
    -- the adjoint of the outer-core condition fixes the other off-diagonal block
    have h3 : P * U = P * A := by
      have h := congrArg star h1
      rwa [star_mul, star_mul, hPs.star_eq, hU.star_eq, hA.star_eq] at h
    unfold joined
    linear_combination (norm := noncomm_ring) h2 + h1 + h3 - P * h1
  · rintro rfl
    exact ⟨joined_isSelfAdjoint hPs hA hV, joined_mul_core hP A V,
      joined_valence_block hP A V⟩
```

The criterion for the full valence action comes from the equation `e`, which is $JQ=VQ+PDQ$.

```lean
/-- For idempotent `P`, the joined potential acts on the valence space exactly as `V` if and
only if the difference `A - V` does not couple the valence space to the outer core. -/
theorem joined_mul_valence_iff {P : R} (hP : P * P = P) (A V : R) :
    joined P A V * (1 - P) = V * (1 - P) ↔ P * (A - V) * (1 - P) = 0 := by
  have hPQ : P * (1 - P) = 0 := by rw [mul_sub, mul_one, hP, sub_self]
  have e : joined P A V * (1 - P) = V * (1 - P) + P * (A - V) * (1 - P) := by
    unfold joined
    linear_combination (norm := noncomm_ring) (A - V) * hPQ - P * (A - V) * hPQ
  rw [e, add_eq_left]
```

## Agreement of couplings between shells

The shells are labelled by a finite type `ι`, and `P` and `A` are now families. The projectors need not add up to one. The theorem says nothing about how `U` acts on the space outside all shells, so it claims existence and no uniqueness.

In the forward direction, `h'` is $P_jU=P_jA_j$. In the other direction, the `refine` line supplies the explicit sum. The equations `s1`, `s2` and `s3` give the adjoints of its three parts, and `s3` uses the agreement of couplings. Then `h1` evaluates the first sum on shell $k$, and `h2` uses the agreement again to show that the other two cancel there.

```lean
/-- Let the shells have self-adjoint, idempotent, mutually orthogonal projectors `P i` and
self-adjoint potentials `A i`. A Hermitian potential that acts as `A i` on every shell `i` exists if
and only if any two shells agree on the coupling between them. -/
theorem exists_shell_potential_iff [StarRing R] {ι : Type*} [Fintype ι] {P A : ι → R}
    (hPs : ∀ i, IsSelfAdjoint (P i)) (hP : ∀ i, P i * P i = P i)
    (hO : ∀ i j, i ≠ j → P i * P j = 0) (hA : ∀ i, IsSelfAdjoint (A i)) :
    (∃ U : R, IsSelfAdjoint U ∧ ∀ i, U * P i = A i * P i) ↔
      ∀ i j, P j * A i * P i = P j * A j * P i := by
  have hs : ∀ i, star (P i) = P i := fun i => (hPs i).star_eq
  have ha : ∀ i, star (A i) = A i := fun i => (hA i).star_eq
  constructor
  · rintro ⟨U, hU, h⟩ i j
    have h' : P j * U = P j * A j := by
      have h0 := congrArg star (h j)
      rwa [star_mul, star_mul, hs, hU.star_eq, ha] at h0
    rw [mul_assoc, ← h i, ← mul_assoc, h']
  · intro hc
    refine ⟨∑ i, A i * P i + ∑ i, P i * A i - ∑ i, ∑ j, P i * A j * P j, ?_, ?_⟩
    · -- the double sum is Hermitian because the couplings agree
      have s1 : star (∑ i, A i * P i) = ∑ i, P i * A i := by
        simp only [star_sum, star_mul, hs, ha]
      have s2 : star (∑ i, P i * A i) = ∑ i, A i * P i := by
        rw [← s1, star_star]
      have s3 : star (∑ i, ∑ j, P i * A j * P j) = ∑ i, ∑ j, P i * A j * P j := by
        simp only [star_sum, star_mul, hs, ha]
        refine Finset.sum_comm.trans ?_
        refine Finset.sum_congr rfl fun i _ => Finset.sum_congr rfl fun j _ => ?_
        rw [← mul_assoc, hc j i]
      rw [isSelfAdjoint_iff, star_sub, star_add, s1, s2, s3]
      abel
    · intro k
      -- orthogonality picks out shell `k` in the first sum and in the inner sum over `j`
      have h1 : (∑ i, A i * P i) * P k = A k * P k := by
        rw [Finset.sum_mul, Finset.sum_eq_single k]
        · rw [mul_assoc, hP]
        · intro j _ hj
          rw [mul_assoc, hO j k hj, mul_zero]
        · exact fun h => absurd (Finset.mem_univ k) h
      have h2 : (∑ i, ∑ j, P i * A j * P j) * P k = (∑ i, P i * A i) * P k := by
        rw [Finset.sum_mul, Finset.sum_mul]
        refine Finset.sum_congr rfl fun i _ => ?_
        rw [Finset.sum_mul, Finset.sum_eq_single k]
        · rw [mul_assoc, hP, hc k i]
        · intro j _ hj
          rw [mul_assoc, hO j k hj, mul_zero]
        · exact fun h => absurd (Finset.mem_univ k) h
      rw [sub_mul, add_mul, h1, h2, add_sub_cancel_right]
```

## Two orbitals, checked entry by entry

For real matrices `star` is the transpose, so a symmetric matrix is self-adjoint.

```lean
/-- A real symmetric two-by-two matrix is self-adjoint. -/
theorem symm_isSelfAdjoint (a b d : ℝ) :
    IsSelfAdjoint (!![a, b; b, d] : Matrix (Fin 2) (Fin 2) ℝ) := by
  rw [isSelfAdjoint_iff]
  ext i j
  fin_cases i <;> fin_cases j <;> simp [Matrix.star_apply]
```

The opening case now returns with all its hypotheses verified. The index `0` is the core orbital and `1` the valence orbital.

```lean
/-- One outer-core and one valence orbital: `diag(1,0)` is a self-adjoint idempotent, and the
joined potential takes the valence diagonal entry from `V` and all other entries from `A`. -/
theorem joined_witness (a b d v w u : ℝ) :
    IsSelfAdjoint (!![1, 0; 0, 0] : Matrix (Fin 2) (Fin 2) ℝ) ∧
    (!![1, 0; 0, 0] : Matrix (Fin 2) (Fin 2) ℝ) * !![1, 0; 0, 0] = !![1, 0; 0, 0] ∧
    IsSelfAdjoint (!![a, b; b, d] : Matrix (Fin 2) (Fin 2) ℝ) ∧
    IsSelfAdjoint (!![v, w; w, u] : Matrix (Fin 2) (Fin 2) ℝ) ∧
    joined (!![1, 0; 0, 0] : Matrix (Fin 2) (Fin 2) ℝ) !![a, b; b, d] !![v, w; w, u]
      = !![a, b; b, u] := by
  refine ⟨symm_isSelfAdjoint 1 0 0, ?_, symm_isSelfAdjoint a b d,
    symm_isSelfAdjoint v w u, ?_⟩
  · ext i j
    fin_cases i <;> fin_cases j <;> simp [Matrix.mul_apply, Fin.sum_univ_succ]
  · ext i j
    fin_cases i <;> fin_cases j <;>
      simp [joined]
```

For the shell theorem, each of the two orbitals becomes a shell of its own.

```lean
/-- The projectors onto two shells of one orbital each. -/
def shellProj : Fin 2 → Matrix (Fin 2) (Fin 2) ℝ :=
  ![!![1, 0; 0, 0], !![0, 0; 0, 1]]
```

The shell potentials have couplings $b$ and $c$; their diagonal entries are fixed at 1, 2 and 3, 4 for the example.

```lean
/-- Two shell potentials, with intershell couplings `b` and `c`. -/
def shellPot (b c : ℝ) : Fin 2 → Matrix (Fin 2) (Fin 2) ℝ :=
  ![!![1, b; b, 2], !![3, c; c, 4]]
```

Shell 0 demands the first column $(1,b)$ and shell 1 the second column $(c,4)$. A symmetric matrix with these columns exists exactly when $b=c$. The proof applies the general criterion and reads off the entry in row 1, column 0, for the pair $i=0$, $j=1$.

```lean
/-- The two model shells have self-adjoint, idempotent, orthogonal projectors and self-adjoint
potentials, and a common Hermitian potential exists exactly when their couplings are equal. -/
theorem exists_shell_potential_witness (b c : ℝ) :
    (∀ i, IsSelfAdjoint (shellProj i)) ∧ (∀ i, shellProj i * shellProj i = shellProj i) ∧
    (∀ i j, i ≠ j → shellProj i * shellProj j = 0) ∧ (∀ i, IsSelfAdjoint (shellPot b c i)) ∧
    ((∃ U : Matrix (Fin 2) (Fin 2) ℝ, IsSelfAdjoint U ∧
      ∀ i, U * shellProj i = shellPot b c i * shellProj i) ↔ b = c) := by
  have h1 : ∀ i, IsSelfAdjoint (shellProj i) :=
    Fin.forall_fin_two.2 ⟨symm_isSelfAdjoint 1 0 0, symm_isSelfAdjoint 0 0 1⟩
  have h2 : ∀ i, shellProj i * shellProj i = shellProj i := by
    intro i
    ext k l
    fin_cases i <;> fin_cases k <;> fin_cases l <;>
      simp [shellProj, Matrix.mul_apply, Fin.sum_univ_succ]
  have h3 : ∀ i j, i ≠ j → shellProj i * shellProj j = 0 := by
    intro i j h
    ext k l
    fin_cases i <;> fin_cases j <;> fin_cases k <;> fin_cases l <;>
      simp [shellProj, Matrix.mul_apply, Fin.sum_univ_succ] at h ⊢
  have h4 : ∀ i, IsSelfAdjoint (shellPot b c i) :=
    Fin.forall_fin_two.2 ⟨symm_isSelfAdjoint 1 b 2, symm_isSelfAdjoint 3 c 4⟩
  refine ⟨h1, h2, h3, h4, ?_⟩
  rw [exists_shell_potential_iff h1 h2 h3 h4]
  constructor
  · intro h
    -- the entry between the two shells compares the couplings
    have e := congrArg (fun M : Matrix (Fin 2) (Fin 2) ℝ => M 1 0) (h 0 1)
    simpa [shellProj, shellPot, Matrix.mul_apply, Fin.sum_univ_succ] using e
  · rintro rfl i j
    ext k l
    fin_cases i <;> fin_cases j <;> fin_cases k <;> fin_cases l <;>
      simp [shellProj, shellPot, Matrix.mul_apply, Fin.sum_univ_succ]

end JoinedCorePotential
```

```lean
#print axioms JoinedCorePotential.joined_valence_block
#print axioms JoinedCorePotential.eq_joined_iff
#print axioms JoinedCorePotential.joined_mul_valence_iff
```

```
'JoinedCorePotential.joined_valence_block' depends on axioms: [propext]
'JoinedCorePotential.eq_joined_iff' depends on axioms: [propext, Classical.choice, Quot.sound]
'JoinedCorePotential.joined_mul_valence_iff' depends on axioms: [propext]
```

## Building the matrix in a program

In an orthonormal basis, let the columns of $C$ be the orthonormal outer-core orbitals, so that $P=CC^\dagger$. With $W=(A-V)C$ the joined matrix is

$$J=V+WC^\dagger+CW^\dagger-C(C^\dagger W)C^\dagger .$$

The correction needs only the action of $A-V$ on the few core orbitals. Two cheap tests of an implementation are that $JC=AC$ and that $J$ is Hermitian, both up to rounding.

With several shells whose couplings disagree, a Hermitian potential can still be built by using the average $\tfrac12(A_i+A_j)$ in the block between shells $i$ and $j$. It then no longer acts as $A_i$ on every shell $i$; by the criterion above, no Hermitian potential does.

## Prescribing only the two diagonal blocks

The core condition could be weakened from $UP=AP$ to $PUP=PAP$, so that $A$ supplies only the core–core block. The joined potential still qualifies, but uniqueness is generally lost, because the coupling $PUQ$ is left open. In the two-orbital case the off-diagonal entry could be any real number. The stronger condition settles this coupling in favour of $A$, so that the outer-core orbitals feel exactly the potential made for them.
